# A unitary coupled cluster energy truncated at second order can fall below the lowest level

## Two levels and one rotation

Take $H=\mathrm{diag}(1,-1)$, the reference state $e_0=(1,0)$ and the antisymmetric generator
$$K=\begin{pmatrix}0&-1\\1&0\end{pmatrix}.$$
Here $K=T-T^T$, where the excitation $T$ takes $e_0$ to $(0,1)$ and $(0,1)$ to zero. With a real amplitude $t$, the unitary coupled cluster trial state is $e^{tK}e_0=(\cos t,\sin t)$. Its energy is $\cos^2t-\sin^2t=\cos 2t$, which never leaves the interval $[-1,1]$.

Since $K^T=-K$, the same energy is the reference expectation value of
$$e^{-tK}He^{tK}=H+[H,tK]+\tfrac12[[H,tK],tK]+\dots$$
Cutting the series after second order gives $1-2t^2$. At $t=2$ this is $-7$, although the lowest level is $-1$. The full series is a unitary transform of $H$ and keeps its spectrum, so its expectation value in a unit vector is never below the lowest level. The truncated operator need not keep the spectrum, which removes this guarantee, and at $t=2$ its reference expectation value does violate the bound.

In this one-amplitude, two-level model with the upper level as reference, minimising the truncated energy over $t$ therefore gives no upper bound on the ground-state energy.

## The exponential is a rotation

Multiplication gives $K^2=-1$. Define $F(s)=e^{sK}(\cos s-K\sin s)$. Then
$$F'(s)=e^{sK}\left(K\cos s-K^2\sin s-\sin s-K\cos s\right)=0,$$
so $F(t)=F(0)=1$. Also $(\cos t-K\sin t)(\cos t+K\sin t)=\cos^2t+\sin^2t=1$. Hence $e^{tK}=\cos t+K\sin t$, the rotation by $t$.

## Both energies for levels $b<a$

Let $H=\mathrm{diag}(a,b)$, so that the reference is the upper level. The exact energy is
$$E(t)=a\cos^2t+b\sin^2t=b+(a-b)\cos^2t\ge b.$$
The commutators are
$$[H,K]=-(a-b)\begin{pmatrix}0&1\\1&0\end{pmatrix},\qquad [[H,K],K]=-2(a-b)\begin{pmatrix}1&0\\0&-1\end{pmatrix}.$$
The first has no diagonal part, and half the second contributes $-(a-b)t^2$ in the reference state. The truncated energy is therefore
$$E_2(t)=a-(a-b)t^2.$$
Since $E_2(t)-b=(a-b)(1-t^2)$, it lies below $b$ exactly when $|t|>1$. It never exceeds the exact energy, because
$$E(t)-E_2(t)=(a-b)(t^2-\sin^2t)\ge0,$$
and it has no lower bound as $|t|$ grows.

The lowest level is $b$: it has the eigenvector $(0,1)$, and for $\varepsilon<b$ the equations $(a-\varepsilon)v_0=0$ and $(b-\varepsilon)v_1=0$ force $v=0$.

## The model in Lean

`ham a b` is the Hamiltonian, `ref` is $e_0$, and `exactEnergy` uses the full matrix exponential `NormedSpace.exp`. The dot product `⬝ᵥ` is the real inner product; no normalising denominator is needed because `ref` has length one and the rotation preserves it. `truncatedEnergy` is defined through the commutators, with the sign convention $[A,B]=AB-BA$, and not through the parabola.

`energyLevels` collects the real numbers $\varepsilon$ with $Hv=\varepsilon v$ for some nonzero $v$. `IsLeast` says that $b$ is such a number and that none is smaller. The hypothesis `b < a` places the reference on the upper level, whereas a ground-state calculation normally starts from a reference close to the lowest state. If $a\le b$, the reference is itself a lowest state of this model, and the same formula gives $E_2(t)=a+(b-a)t^2\ge a$, so the bound is not violated.

`truncation_not_variational` combines the lowest level, the bound on the exact energy and the threshold `1 < |t|`. `diag_one_neg_one` gives the opening example. The theorems do not treat Hamiltonians that couple the two levels, several amplitudes or truncation at other orders.

```lean
import Mathlib

open Matrix
open scoped Matrix.Norms.Operator

namespace TruncatedUnitaryCoupledCluster

noncomputable section

/-- The Hamiltonian of two uncoupled levels with energies `a` and `b`. -/
def ham (a b : ℝ) : Matrix (Fin 2) (Fin 2) ℝ := !![a, 0; 0, b]

/-- The antisymmetric generator that rotates the two levels into each other. -/
def K : Matrix (Fin 2) (Fin 2) ℝ := !![0, -1; 1, 0]

/-- The reference state, which occupies the first level. -/
def ref : Fin 2 → ℝ := ![1, 0]

/-- The commutator of two matrices. -/
def comm (A B : Matrix (Fin 2) (Fin 2) ℝ) : Matrix (Fin 2) (Fin 2) ℝ := A * B - B * A

/-- The expectation value of `H` in the unitary coupled cluster state `exp (t K) ref`. -/
def exactEnergy (H : Matrix (Fin 2) (Fin 2) ℝ) (t : ℝ) : ℝ :=
  (NormedSpace.exp (t • K) *ᵥ ref) ⬝ᵥ (H *ᵥ (NormedSpace.exp (t • K) *ᵥ ref))

/-- The reference expectation value of the transformed Hamiltonian, with its commutator
expansion cut after second order. -/
def truncatedEnergy (H : Matrix (Fin 2) (Fin 2) ℝ) (t : ℝ) : ℝ :=
  ref ⬝ᵥ ((H + comm H (t • K) + (1 / 2 : ℝ) • comm (comm H (t • K)) (t • K)) *ᵥ ref)

/-- The real eigenvalues of a Hamiltonian. -/
def energyLevels (H : Matrix (Fin 2) (Fin 2) ℝ) : Set ℝ :=
  {E | ∃ v : Fin 2 → ℝ, v ≠ 0 ∧ H *ᵥ v = E • v}

/-- The exponential of `t K` is the rotation of the plane by the angle `t`. -/
theorem exp_generator (t : ℝ) :
    NormedSpace.exp (t • K) = !![Real.cos t, -Real.sin t; Real.sin t, Real.cos t] := by
  have hK : K * K = -1 := by
    ext i j
    fin_cases i <;> fin_cases j <;> simp [K, Matrix.mul_apply, Fin.sum_univ_succ]
  -- the exponential times the inverse rotation does not depend on the angle
  let F : ℝ → Matrix (Fin 2) (Fin 2) ℝ := fun s =>
    NormedSpace.exp (s • K) *
      (Real.cos s • (1 : Matrix (Fin 2) (Fin 2) ℝ) - Real.sin s • K)
  have hF : ∀ s, HasDerivAt F 0 s := by
    intro s
    have h1 := hasDerivAt_exp_smul_const K s
    have h2 := ((Real.hasDerivAt_cos s).smul_const
      (1 : Matrix (Fin 2) (Fin 2) ℝ)).fun_sub ((Real.hasDerivAt_sin s).smul_const K)
    refine (h1.fun_mul h2).congr_deriv ?_
    have h3 : K * (Real.cos s • (1 : Matrix (Fin 2) (Fin 2) ℝ) - Real.sin s • K)
        + ((-Real.sin s) • (1 : Matrix (Fin 2) (Fin 2) ℝ) - Real.cos s • K) = 0 := by
      rw [mul_sub, mul_smul_comm, mul_smul_comm, hK, mul_one]
      module
    rw [mul_assoc, ← mul_add, h3, mul_zero]
  have hc : F t = F 0 := is_const_of_deriv_eq_zero
    (fun s => (hF s).differentiableAt) (fun s => (hF s).deriv) t 0
  have h1 : F t = 1 := by
    rw [hc]
    simp [F]
  have hR : (Real.cos t • (1 : Matrix (Fin 2) (Fin 2) ℝ) - Real.sin t • K) *
      !![Real.cos t, -Real.sin t; Real.sin t, Real.cos t] = 1 := by
    ext i j
    fin_cases i <;> fin_cases j <;>
      simp [K, Matrix.mul_apply, Fin.sum_univ_two, Matrix.one_apply] <;>
      first
        | ring1
        | linear_combination Real.sin_sq_add_cos_sq t
  calc NormedSpace.exp (t • K)
      = NormedSpace.exp (t • K) *
        ((Real.cos t • (1 : Matrix (Fin 2) (Fin 2) ℝ) - Real.sin t • K) *
          !![Real.cos t, -Real.sin t; Real.sin t, Real.cos t]) := by rw [hR, mul_one]
    _ = F t * !![Real.cos t, -Real.sin t; Real.sin t, Real.cos t] :=
        (mul_assoc _ _ _).symm
    _ = _ := by rw [h1, one_mul]

/-- The exact energy is the average of the two levels with weights `cos² t` and `sin² t`. -/
theorem exactEnergy_eq (a b t : ℝ) :
    exactEnergy (ham a b) t = a * Real.cos t ^ 2 + b * Real.sin t ^ 2 := by
  have hs : NormedSpace.exp (t • K) *ᵥ ref = ![Real.cos t, Real.sin t] := by
    rw [exp_generator]
    ext i
    fin_cases i <;> simp [ref, Matrix.mulVec, dotProduct, Fin.sum_univ_succ]
  unfold exactEnergy
  rw [hs]
  simp [ham, Matrix.mulVec, dotProduct, Fin.sum_univ_succ]
  ring

/-- The energy truncated at second order is a parabola in the amplitude `t`. -/
theorem truncatedEnergy_eq (a b t : ℝ) :
    truncatedEnergy (ham a b) t = a - (a - b) * t ^ 2 := by
  simp [truncatedEnergy, comm, ham, K, ref, Matrix.mulVec, dotProduct, Fin.sum_univ_succ]
  ring

/-- If `b < a`, the lowest energy level of the Hamiltonian is `b`. -/
theorem lowest_level {a b : ℝ} (hab : b < a) : IsLeast (energyLevels (ham a b)) b := by
  constructor
  · refine ⟨![0, 1], ?_, ?_⟩
    · intro h
      have h1 := congrFun h 1
      simp at h1
    · ext i
      fin_cases i <;> simp [ham, Matrix.mulVec, dotProduct, Fin.sum_univ_succ]
  · rintro E ⟨v, hv, hE⟩
    by_contra hlt
    have hlt' : E < b := lt_of_not_ge hlt
    have h0 : a * v 0 = E * v 0 := by
      simpa [ham, Matrix.mulVec, dotProduct, Fin.sum_univ_succ] using congrFun hE 0
    have h1 : b * v 1 = E * v 1 := by
      simpa [ham, Matrix.mulVec, dotProduct, Fin.sum_univ_succ] using congrFun hE 1
    -- below both levels the eigenvalue equation forces the vector to vanish
    have v0 : v 0 = 0 := by
      have h : (a - E) * v 0 = 0 := by linear_combination h0
      exact (mul_eq_zero.mp h).resolve_left (by linarith)
    have v1 : v 1 = 0 := by
      have h : (b - E) * v 1 = 0 := by linear_combination h1
      exact (mul_eq_zero.mp h).resolve_left (by linarith)
    apply hv
    ext i
    fin_cases i
    · exact v0
    · exact v1

/-- For `b < a` the lowest level is `b`; the exact energy never lies below it, while the
energy truncated at second order lies below it exactly when `|t| > 1`. -/
theorem truncation_not_variational {a b : ℝ} (hab : b < a) :
    IsLeast (energyLevels (ham a b)) b ∧
    (∀ t, b ≤ exactEnergy (ham a b) t) ∧
    (∀ t, truncatedEnergy (ham a b) t < b ↔ 1 < |t|) := by
  have hd : 0 < a - b := sub_pos.mpr hab
  refine ⟨lowest_level hab, fun t => ?_, fun t => ?_⟩
  · rw [exactEnergy_eq]
    have hs : Real.sin t ^ 2 = 1 - Real.cos t ^ 2 := by
      linarith [Real.sin_sq_add_cos_sq t]
    rw [hs]
    nlinarith [mul_nonneg hd.le (sq_nonneg (Real.cos t))]
  · rw [truncatedEnergy_eq]
    constructor
    · intro h
      by_contra hn
      have hn' : |t| ≤ 1 := le_of_not_gt hn
      have ht : t ^ 2 ≤ 1 := by
        rw [← sq_abs]
        nlinarith [abs_nonneg t]
      nlinarith [mul_nonneg hd.le (sub_nonneg.mpr ht)]
    · intro h
      have ht : 1 < t ^ 2 := by
        rw [← sq_abs]
        nlinarith
      nlinarith [mul_pos hd (sub_pos.mpr ht)]

/-- For `b < a` the truncated energy never exceeds the exact energy at the same amplitude. -/
theorem truncated_le_exact {a b : ℝ} (hab : b < a) (t : ℝ) :
    truncatedEnergy (ham a b) t ≤ exactEnergy (ham a b) t := by
  rw [truncatedEnergy_eq, exactEnergy_eq]
  have h : 1 - (2 * t) ^ 2 / 2 ≤ Real.cos (2 * t) := Real.one_sub_sq_div_two_le_cos
  rw [Real.cos_two_mul] at h
  have hc : 0 ≤ Real.cos t ^ 2 - 1 + t ^ 2 := by linarith
  have hs : Real.sin t ^ 2 = 1 - Real.cos t ^ 2 := by
    linarith [Real.sin_sq_add_cos_sq t]
  rw [hs]
  nlinarith [mul_nonneg (sub_pos.mpr hab).le hc]

/-- For `b < a` the truncated energy falls below any given energy at a suitable amplitude. -/
theorem truncated_unbounded_below {a b : ℝ} (hab : b < a) (E : ℝ) :
    ∃ t, truncatedEnergy (ham a b) t < E := by
  have hd : 0 < a - b := sub_pos.mpr hab
  have hne : a - b ≠ 0 := hd.ne'
  obtain ⟨x, hx0, hx⟩ : ∃ x : ℝ, 0 ≤ x ∧ (a - b) * x = |a - E| :=
    ⟨|a - E| / (a - b), by positivity, by field_simp⟩
  refine ⟨1 + x, ?_⟩
  rw [truncatedEnergy_eq]
  have hp : 0 < 1 + x + x ^ 2 := by positivity
  nlinarith [mul_pos hd hp, le_abs_self (a - E)]

/-- For `H = diag(1, -1)` the exact energy is `cos (2t)` and the truncated energy is
`1 - 2t²`, which is below the lowest level `-1` exactly when `|t| > 1`. -/
theorem diag_one_neg_one :
    IsLeast (energyLevels (ham 1 (-1))) (-1) ∧
    ∀ t : ℝ, exactEnergy (ham 1 (-1)) t = Real.cos (2 * t) ∧
      truncatedEnergy (ham 1 (-1)) t = 1 - 2 * t ^ 2 ∧
      (1 - 2 * t ^ 2 < -1 ↔ 1 < |t|) := by
  have hab : (-1 : ℝ) < 1 := by norm_num
  obtain ⟨hl, -, hb⟩ := truncation_not_variational hab
  refine ⟨hl, fun t => ?_⟩
  have ht : truncatedEnergy (ham 1 (-1)) t = 1 - 2 * t ^ 2 := by
    rw [truncatedEnergy_eq]
    ring
  refine ⟨?_, ht, ?_⟩
  · rw [exactEnergy_eq, Real.cos_two_mul]
    linear_combination -Real.sin_sq_add_cos_sq t
  · rw [← ht]
    exact hb t

end

end TruncatedUnitaryCoupledCluster
```

```lean
#print axioms TruncatedUnitaryCoupledCluster.truncation_not_variational
#print axioms TruncatedUnitaryCoupledCluster.truncated_le_exact
#print axioms TruncatedUnitaryCoupledCluster.truncated_unbounded_below
#print axioms TruncatedUnitaryCoupledCluster.diag_one_neg_one
```

```
'TruncatedUnitaryCoupledCluster.truncation_not_variational' depends on axioms: [propext, Classical.choice, Quot.sound]
'TruncatedUnitaryCoupledCluster.truncated_le_exact' depends on axioms: [propext, Classical.choice, Quot.sound]
'TruncatedUnitaryCoupledCluster.truncated_unbounded_below' depends on axioms: [propext, Classical.choice, Quot.sound]
'TruncatedUnitaryCoupledCluster.diag_one_neg_one' depends on axioms: [propext, Classical.choice, Quot.sound]
```

## From the rotation to the inequalities

`exp_generator` follows the derivation above. `hF` computes the derivative of `F` by the product rule, with `h3` supplying the cancellation; `is_const_of_deriv_eq_zero` then makes `F` constant. `hR` checks entry by entry that the second factor of `F` is the inverse of the rotation matrix.

`exactEnergy_eq` applies this rotation to `ref`, while `truncatedEnergy_eq` needs only matrix multiplication: `simp` expands the commutators and `ring` collects the parabola. `lowest_level` supplies the eigenvector and then excludes any smaller eigenvalue by the two component equations.

In `truncation_not_variational`, `nlinarith` receives the product of $a-b$ with $\cos^2t$ for the exact bound, and with $1-t^2$ or $t^2-1$ for the two directions of the threshold. `truncated_le_exact` uses $\cos x\ge1-x^2/2$ at $x=2t$, which is equivalent to $\sin^2t\le t^2$.

For a target energy $\varepsilon$, `truncated_unbounded_below` chooses $t=1+x$ with $x=|a-\varepsilon|/(a-b)$. Then
$$E_2(t)=a-|a-\varepsilon|-(a-b)(1+x+x^2)<\varepsilon.$$
Finally, `diag_one_neg_one` sets $a=1$, $b=-1$ and rewrites the exact energy by the double-angle formula.
